# Two transformations obeying the Eriksen condition have a product obeying it exactly when they commute

Let β be an element of a ring with β² = 1, and say that an invertible element U satisfies the Eriksen condition when βUβ = U⁻¹. In a product UV acting on states, V acts first and U second.

```lean
import Mathlib

namespace StepwiseTransformation

noncomputable section

variable {R : Type*} [Ring R]

/-- The Eriksen condition: conjugation by `β` turns the transformation `U` into its inverse. -/
def Eriksen (β : R) (U : Rˣ) : Prop := β * (U : R) * β = ((U⁻¹ : Rˣ) : R)

/-- Conjugation by an involution `β` respects products. -/
theorem conj_mul {β : R} (hβ : β * β = 1) (a b : R) :
    β * (a * b) * β = (β * a * β) * (β * b * β) := by
  have h : (β * a * β) * (β * b * β) = β * a * (β * β) * b * β := by
    simp only [mul_assoc]
  rw [h, hβ, mul_one]
  simp only [mul_assoc]

/-- If `β² = 1` and both `U` and `V` obey the Eriksen condition, conjugation by `β` turns the
two-step transformation `U V` into the inverse of the product in the opposite order. -/
theorem conj_two_steps {β : R} (hβ : β * β = 1) {U V : Rˣ}
    (hU : Eriksen β U) (hV : Eriksen β V) :
    β * ((U * V : Rˣ) : R) * β = (((V * U)⁻¹ : Rˣ) : R) := by
  have hU' : β * (U : R) * β = ((U⁻¹ : Rˣ) : R) := hU
  have hV' : β * (V : R) * β = ((V⁻¹ : Rˣ) : R) := hV
  rw [Units.val_mul, conj_mul hβ, hU', hV', mul_inv_rev, Units.val_mul]

/-- For `β² = 1`, two successive transformations obeying the Eriksen condition compose to one that
obeys it exactly when they commute. -/
theorem eriksen_mul_iff_commute {β : R} (hβ : β * β = 1) {U V : Rˣ}
    (hU : Eriksen β U) (hV : Eriksen β V) :
    Eriksen β (U * V) ↔ U * V = V * U := by
  unfold Eriksen
  rw [conj_two_steps hβ hU hV, Units.val_inj, inv_inj]
  exact eq_comm

/-- For `β² = 1`, the symmetric three-step product `U V U` obeys the Eriksen condition whenever `U`
and `V` do. -/
theorem eriksen_symmetric_product {β : R} (hβ : β * β = 1) {U V : Rˣ}
    (hU : Eriksen β U) (hV : Eriksen β V) : Eriksen β (U * V * U) := by
  have hU' : β * (U : R) * β = ((U⁻¹ : Rˣ) : R) := hU
  unfold Eriksen
  rw [Units.val_mul, conj_mul hβ, conj_two_steps hβ hU hV, hU', ← Units.val_mul]
  simp only [mul_inv_rev, mul_assoc]

/-- For `β² = 1` and `T`, `U`, `V` all obeying the Eriksen condition, `T` differs from the stepwise
`U V` by a left factor commuting with `β` exactly when `T² = V U² V`. -/
theorem even_correction_iff {β : R} (hβ : β * β = 1) {T U V : Rˣ}
    (hT : Eriksen β T) (hU : Eriksen β U) (hV : Eriksen β V) :
    β * ((T * (U * V)⁻¹ : Rˣ) : R) = ((T * (U * V)⁻¹ : Rˣ) : R) * β ↔
      T * T = V * U * U * V := by
  have hT' : β * (T : R) * β = ((T⁻¹ : Rˣ) : R) := hT
  -- conjugation by β also turns each inverse back into the transformation
  have inv_conj : ∀ W : Rˣ, Eriksen β W → β * ((W⁻¹ : Rˣ) : R) * β = (W : R) := by
    intro W hW
    have hW' : β * (W : R) * β = ((W⁻¹ : Rˣ) : R) := hW
    have h : β * (β * (W : R) * β) * β = (β * β) * (W : R) * (β * β) := by
      simp only [mul_assoc]
    rw [← hW', h, hβ, one_mul, mul_one]
  have hK : β * ((T * (U * V)⁻¹ : Rˣ) : R) * β = ((T⁻¹ * (V * U) : Rˣ) : R) := by
    rw [mul_inv_rev, Units.val_mul, conj_mul hβ, hT', Units.val_mul, conj_mul hβ,
      inv_conj V hV, inv_conj U hU, Units.val_mul, Units.val_mul]
  constructor
  · intro h
    have e : T⁻¹ * (V * U) = T * (U * V)⁻¹ := by
      apply Units.ext
      rw [← hK, h, mul_assoc, hβ, mul_one]
    calc T * T = T * (T * (U * V)⁻¹) * (U * V) := by group
      _ = T * (T⁻¹ * (V * U)) * (U * V) := by rw [e]
      _ = V * U * U * V := by group
  · intro h
    have e : T⁻¹ * (V * U) = T * (U * V)⁻¹ := by
      calc T⁻¹ * (V * U) = T⁻¹ * (V * U * U * V) * (U * V)⁻¹ := by group
        _ = T⁻¹ * (T * T) * (U * V)⁻¹ := by rw [h]
        _ = T * (U * V)⁻¹ := by group
    rw [e] at hK
    calc β * ((T * (U * V)⁻¹ : Rˣ) : R)
        = β * ((T * (U * V)⁻¹ : Rˣ) : R) * β * β := by
          rw [mul_assoc _ β β, hβ, mul_one]
      _ = ((T * (U * V)⁻¹ : Rˣ) : R) * β := by rw [hK]

/-- Complex two-by-two matrices. -/
abbrev M2 := Matrix (Fin 2) (Fin 2) ℂ

/-- The first Pauli matrix. -/
def sigma1 : M2 := !![0, 1; 1, 0]

/-- The second Pauli matrix. -/
def sigma2 : M2 := !![0, -Complex.I; Complex.I, 0]

/-- The third Pauli matrix. -/
def sigma3 : M2 := !![1, 0; 0, -1]

/-- The normalisation factor `1/√2`. -/
def invSqrtTwo : ℂ := ((Real.sqrt 2 : ℝ) : ℂ)⁻¹

/-- For `A² = 1`, the matrix `(1 + iA)/√2` has inverse `(1 - iA)/√2` and square `iA`. -/
theorem quarter_products {A : M2} (hA : A * A = 1) :
    (invSqrtTwo • (1 + Complex.I • A)) * (invSqrtTwo • (1 - Complex.I • A)) = 1 ∧
    (invSqrtTwo • (1 + Complex.I • A)) * (invSqrtTwo • (1 + Complex.I • A))
      = Complex.I • A := by
  have hs : invSqrtTwo * invSqrtTwo = 1 / 2 := by
    unfold invSqrtTwo
    rw [← mul_inv, ← Complex.ofReal_mul, Real.mul_self_sqrt (by norm_num)]
    norm_num
  have hX : (Complex.I • A) * (Complex.I • A) = -1 := by
    rw [smul_mul_smul_comm, hA, Complex.I_mul_I, neg_smul, one_smul]
  generalize Complex.I • A = X at hX ⊢
  have h1 : (1 + X) * (1 - X) = 1 - X * X := by noncomm_ring
  have h2 : (1 + X) * (1 + X) = 1 + X + X + X * X := by noncomm_ring
  have h3 : (1 : M2) + X + X + -1 = X + X := by abel
  constructor
  · rw [smul_mul_smul_comm, hs, h1, hX, sub_neg_eq_add, ← two_smul ℂ (1 : M2), smul_smul]
    norm_num
  · rw [smul_mul_smul_comm, hs, h2, hX, h3, ← two_smul ℂ X, smul_smul]
    norm_num

/-- The invertible transformation `(1 + iA)/√2` built from a matrix with `A² = 1`. -/
def quarterTurn (A : M2) (hA : A * A = 1) : M2ˣ where
  val := invSqrtTwo • (1 + Complex.I • A)
  inv := invSqrtTwo • (1 - Complex.I • A)
  val_inv := (quarter_products hA).1
  inv_val := mul_eq_one_comm.mp (quarter_products hA).1

/-- If `β² = 1` and `β A β = -A`, then `(1 + iA)/√2` obeys the Eriksen condition. -/
theorem eriksen_quarterTurn {β A : M2} (hβ : β * β = 1) (hA : A * A = 1)
    (h : β * A * β = -A) : Eriksen β (quarterTurn A hA) := by
  show β * (invSqrtTwo • (1 + Complex.I • A)) * β = invSqrtTwo • (1 - Complex.I • A)
  simp only [mul_smul_comm, smul_mul_assoc, mul_add, add_mul, mul_one, hβ, h, smul_neg,
    sub_eq_add_neg]

/-- The Pauli matrices square to one, and conjugation by one of them reverses the sign of
another, in the three cases listed. -/
theorem pauli_relations :
    sigma1 * sigma1 = 1 ∧ sigma2 * sigma2 = 1 ∧ sigma3 * sigma3 = 1 ∧
    sigma3 * sigma1 * sigma3 = -sigma1 ∧ sigma3 * sigma2 * sigma3 = -sigma2 ∧
    sigma1 * sigma2 * sigma1 = -sigma2 := by
  refine ⟨?_, ?_, ?_, ?_, ?_, ?_⟩ <;>
    (ext i j; fin_cases i <;> fin_cases j <;>
      simp [sigma1, sigma2, sigma3, Matrix.mul_apply, Fin.sum_univ_succ])

/-- The step `U = (1 + iσ₁)/√2`. -/
def stepU : M2ˣ := quarterTurn sigma1 pauli_relations.1

/-- The step `V = (1 + iσ₂)/√2`. -/
def stepV : M2ˣ := quarterTurn sigma2 pauli_relations.2.1

/-- For `β = σ₃` the steps `(1 + iσ₁)/√2` and `(1 + iσ₂)/√2` both obey the Eriksen condition,
but their product does not. -/
theorem pauli_steps_witness :
    Eriksen sigma3 stepU ∧ Eriksen sigma3 stepV ∧ ¬ Eriksen sigma3 (stepU * stepV) := by
  obtain ⟨h1, h2, h3, h31, h32, -⟩ := pauli_relations
  have hU : Eriksen sigma3 stepU := eriksen_quarterTurn h3 h1 h31
  have hV : Eriksen sigma3 stepV := eriksen_quarterTurn h3 h2 h32
  refine ⟨hU, hV, fun hUV => ?_⟩
  have h := congrArg Units.val ((eriksen_mul_iff_commute h3 hU hV).mp hUV)
  have hm : (invSqrtTwo • (1 + Complex.I • sigma1)) * (invSqrtTwo • (1 + Complex.I • sigma2))
      = (invSqrtTwo • (1 + Complex.I • sigma2)) * (invSqrtTwo • (1 + Complex.I • sigma1)) := h
  rw [smul_mul_smul_comm, smul_mul_smul_comm] at hm
  -- compare the upper left entries of the two products
  have h0 : (invSqrtTwo * invSqrtTwo) *
        ((1 + Complex.I • sigma1) * (1 + Complex.I • sigma2)) 0 0
      = (invSqrtTwo * invSqrtTwo) *
        ((1 + Complex.I • sigma2) * (1 + Complex.I • sigma1)) 0 0 :=
    congrFun (congrFun hm 0) 0
  have hr : Real.sqrt 2 ≠ 0 := by positivity
  have hs : invSqrtTwo ≠ 0 := inv_ne_zero (Complex.ofReal_ne_zero.mpr hr)
  have him := congrArg Complex.im (mul_left_cancel₀ (mul_ne_zero hs hs) h0)
  norm_num [sigma1, sigma2, Matrix.mul_apply, Fin.sum_univ_succ] at him

/-- In the Pauli example, `U` differs from the stepwise `U V` by a left factor that commutes
with `σ₃`. -/
theorem pauli_even_correction :
    sigma3 * ((stepU * (stepU * stepV)⁻¹ : M2ˣ) : M2)
      = ((stepU * (stepU * stepV)⁻¹ : M2ˣ) : M2) * sigma3 := by
  obtain ⟨h1, h2, h3, -, -, h12⟩ := pauli_relations
  obtain ⟨hU, hV, -⟩ := pauli_steps_witness
  apply (even_correction_iff h3 hU hU hV).mpr
  apply Units.ext
  have hq : (stepU : M2) * (stepU : M2) = Complex.I • sigma1 := (quarter_products h1).2
  -- σ₁ also inverts V, hence V σ₁ V = σ₁
  have e : sigma1 * (stepV : M2) * sigma1 = ((stepV⁻¹ : M2ˣ) : M2) :=
    eriksen_quarterTurn h1 h2 h12
  have hv : (stepV : M2) * sigma1 * (stepV : M2) = sigma1 := by
    have h : (stepV : M2) * (sigma1 * (stepV : M2) * sigma1) * sigma1
        = (stepV : M2) * sigma1 * (stepV : M2) * (sigma1 * sigma1) := by
      simp only [mul_assoc]
    rw [e, Units.mul_inv, one_mul, h1, mul_one] at h
    exact h.symm
  show (stepU : M2) * (stepU : M2)
    = (stepV : M2) * (stepU : M2) * (stepU : M2) * (stepV : M2)
  rw [mul_assoc (stepV : M2) (stepU : M2) (stepU : M2), hq, mul_smul_comm, smul_mul_assoc, hv]

end

end StepwiseTransformation
```

```lean
#print axioms StepwiseTransformation.eriksen_mul_iff_commute
#print axioms StepwiseTransformation.eriksen_symmetric_product
#print axioms StepwiseTransformation.pauli_even_correction
```

```
'StepwiseTransformation.eriksen_mul_iff_commute' depends on axioms: [propext]
'StepwiseTransformation.eriksen_symmetric_product' depends on axioms: [propext]
'StepwiseTransformation.pauli_even_correction' depends on axioms: [propext, Classical.choice, Quot.sound]
```

## From Dirac transformations to units of a ring

In the standard representation of Dirac theory, β separates the upper from the lower components. An operator that commutes with β is even, or block-diagonal; one that anticommutes with β is odd. A unitary exp(iS) with S Hermitian and odd satisfies the Eriksen condition, because conjugation by β reverses the sign of S. Stepwise Foldy–Wouthuysen schemes multiply several such exponentials, which raises the question of whether the product still has the property of its factors.

The Lean file keeps only the algebra. `R` is any ring, commutative or not, and a transformation is a unit, `U : Rˣ`, that is, an element supplied with its two-sided inverse. The predicate `Eriksen β U` is the equation βUβ = U⁻¹, read in `R`. The hypothesis `hβ` is β² = 1, the one property of the Dirac β that the general theorems use.

Unitarity is not assumed. No Hamiltonian appears either, so the theorems concern the form of the transformations and not whether they decouple a particular Dirac operator.

## The reversed order and the commutation criterion

Since β² = 1, a factor ββ can be inserted between U and V:

β(UV)β = (βUβ)(βVβ) = U⁻¹V⁻¹ = (VU)⁻¹.

The Eriksen condition for UV requires this to equal (UV)⁻¹. Two inverses are equal exactly when the elements are equal, so the condition holds if and only if UV = VU.

In Lean, `conj_mul` is the insertion of ββ, `conj_two_steps` is the displayed line, and `eriksen_mul_iff_commute` removes the inverses with `inv_inj`.

The slip to watch for is reading U⁻¹V⁻¹ as the inverse of UV. That inverse is V⁻¹U⁻¹, and the whole result lies in the difference.

A symmetric product avoids the problem, since its factors read the same in both directions:

β(UVU)β = U⁻¹V⁻¹U⁻¹ = (UVU)⁻¹.

This is `eriksen_symmetric_product`, and it needs no commutation.

## When an even factor repairs the product

Let T also satisfy the Eriksen condition, and define K by T = K(UV), so that

K = T(UV)⁻¹ = TV⁻¹U⁻¹.

Conjugating βWβ = W⁻¹ once more by β gives βW⁻¹β = W. Therefore

βKβ = T⁻¹VU.

K commutes with β exactly when βKβ = K, that is, when

T⁻¹VU = TV⁻¹U⁻¹.

Multiplying by T on the left and by UV on the right gives

VU²V = T².

Both multiplications are reversible, so the two conditions are equivalent. This is `even_correction_iff`. Inside its proof, `inv_conj` is the rule for βW⁻¹β and `hK` is the formula for βKβ; the `calc` blocks carry out the multiplications in each direction, with `group` handling the cancellations.

The theorem tests a given T. It neither constructs a square root of VU²V nor selects one: if T passes, so does −T.

## A Pauli-matrix pair whose product fails

For a 2×2 complex matrix A with A² = 1,

(1 + iA)(1 − iA)/2 = (1 + A²)/2 = 1,

(1 + iA)²/2 = (1 + 2iA − A²)/2 = iA.

Thus (1 + iA)/√2 is invertible with inverse (1 − iA)/√2, and its square is iA. These are the two parts of `quarter_products`, and `quarterTurn` packages the matrix with its inverse. If also βAβ = −A, then

β(1 + iA)β/√2 = (1 − iA)/√2,

which is the Eriksen condition, proved in `eriksen_quarterTurn`.

Take β = σ₃, U = (1 + iσ₁)/√2 and V = (1 + iσ₂)/√2. Both σ₁ and σ₂ anticommute with σ₃, so both steps satisfy the condition. With σ₁σ₂ = iσ₃ = −σ₂σ₁,

UV = (1 + iσ₁ + iσ₂ − iσ₃)/2,

VU = (1 + iσ₁ + iσ₂ + iσ₃)/2.

The upper left entries are (1 − i)/2 and (1 + i)/2. The products differ, so UV fails the condition. `pauli_steps_witness` follows the same route: it assumes the condition for UV, obtains UV = VU from the criterion, cancels the common nonzero prefactor and finds a contradiction in the imaginary parts of the upper left entries.

An even factor does lead back from UV to U. Because σ₁ anticommutes with σ₂, σ₁Vσ₁ = V⁻¹. Multiplying by V on the left and by σ₁ on the right gives Vσ₁V = σ₁, and hence

VU²V = V(iσ₁)V = iσ₁ = U².

This is the criterion above with T = U, and `pauli_even_correction` draws the conclusion. The factor itself is K = U(UV)⁻¹ = (1 + iσ₃)/√2, which visibly commutes with σ₃.

## Checking a product of steps numerically

In a finite-basis relativistic calculation that accumulates its decoupling steps in a matrix X, the Eriksen condition can be monitored through the residual βXβX − 1, which vanishes exactly when the invertible matrix X satisfies it. For X = UV with two Eriksen steps,

βXβX = U⁻¹V⁻¹UV,

so the residual measures the failure of the steps to commute.

A nonzero residual does not by itself mean that decoupling has failed. If UV block-diagonalises a Hamiltonian H and K is even and invertible, then T = K(UV) does so too, with

THT⁻¹ = K[(UV)H(UV)⁻¹]K⁻¹.

The two block-diagonal Hamiltonians have the same eigenvalues but can differ as matrices. When the transformation is unitary, expectation values are unchanged if the state vectors and the other operators are transformed with the same matrix as the Hamiltonian.
